# Spin weights of tops like CH₃F: $(d^3+2d)/3$ when 3 divides $K$, $(d^3-d)/3$ otherwise

Let three equivalent nuclei have $d$ spin states each. On the complex functions of their spin configurations, the cyclic shift of the nuclei has an eigenspace of dimension $(d^3+2d)/3$ for eigenvalue 1, and one of dimension $(d^3-d)/3$ for each primitive cube root of unity. The first is the spin weight when the axial quantum number $K$ is divisible by 3, and the second is the spin weight for every other $K$, in a rigid top of point group $C_{3v}$ (such as CH₃F) in which these three nuclei are the only ones off the axis, as long as inversion doubling is not resolved and the electronic and vibrational factors of the wavefunction are unchanged by the cyclic permutation. Nuclei on the axis only multiply all the weights by a common factor, which is left out here.

## Why the weight depends on $K$

In a molecule such as CH₃F, a turn by $2\pi/3$ about the symmetry axis carries each hydrogen nucleus to the place of the next. The integer $K$ is the angular momentum along this axis in units of $\hbar$, and the rotational wavefunction depends on the angle $\varphi$ about the axis through the factor $e^{iK\varphi}$. Many textbooks call this angle $\chi$; here $\chi$ is a spin function.

A cyclic permutation of three identical nuclei is a product of two exchanges. The total wavefunction is therefore unchanged by it, for fermions and bosons alike. The rotor factor gains a phase that depends on $K$, and the spin function has to compensate for it. The number of independent spin functions that do so is the spin weight. It multiplies the population of each rotational state, and so brings a factor of period three in $K$ into the line intensities of such a top. The states with $K$ and $-K$ are counted separately here. In a rigid top they have the same energy, so a level labelled by $|K|>0$ contains both.

## The theorems in words

A configuration is a triple $t=(a,b,c)$ of spin labels, an element of `Config d`; each label lies in the $d$-element type `Fin d`. A spin function is any $\chi:$ `Config d → ℂ`. The relabelling `cyc` sends $(a,b,c)$ to $(b,c,a)$, and `shift d` is the operator $C$ with
$$(C\chi)(a,b,c)=\chi(b,c,a).$$

- `cyclic_sector_dimensions` gives the two dimensions for every natural number $d$. `finrank` is the dimension, read as a rational number so that subtraction and division are the ordinary ones.
- `eigenspace_ne_bot_iff` says that the eigenspace for a primitive cube root of unity is non-zero exactly when $d\ge 2$.
- `allowedSpin d K` is the space of all $\chi$ with
$$e^{iK(\varphi+2\pi/3)}\,\chi(b,c,a)=e^{iK\varphi}\,\chi(a,b,c)$$
for all real $\varphi$ and all configurations. This is the permutation condition of the previous paragraphs, taken as a definition.
- `spin_weight` gives the dimension of that space for every integer $K$.
- `spin_weight_ratio` compares the weights for nuclei of spin $s$, with $d=2s+1$. It is written as a cross-multiplied equation, so it also holds for $s=0$, where the second weight vanishes.

The definition fixes a sense of rotation. The opposite sense would replace $K$ by $-K$ and leave the weights as they are.

The step from this model to a molecule is the assumption about the other factors of the wavefunction. In a degenerate vibrational state the vibrational factor can bring a phase of its own, and the larger weight then falls on other values of $K$. Exchanges of only two nuclei are not imposed either. They matter when inversion doubling is resolved, and also in a planar top such as BF₃, where a half-turn about one B–F bond exchanges the other two fluorine nuclei and the weight at $K=0$ depends on whether the total rotational quantum number $J$ is even or odd. A rigid PF₅ molecule, a trigonal bipyramid, is left out for a similar reason: a half-turn exchanges its two axial fluorine nuclei together with two of the three equatorial ones.

## Counting with a projector

**Traces.** In the basis of functions that equal 1 on one configuration and 0 elsewhere, the diagonal element of $C$ at $t$ is 1 if the relabelling fixes $t$, and 0 otherwise. The condition $(b,c,a)=(a,b,c)$ forces $a=b=c$, which leaves $d$ configurations. For $C^2$ the condition $(c,a,b)=(a,b,c)$ forces the same. Hence
$$\operatorname{tr}1=d^3,\qquad \operatorname{tr}C=\operatorname{tr}C^2=d.$$

**Projector.** Let $\omega^3=1$ and
$$P_\omega=\tfrac13\left(1+\omega^2C+\omega C^2\right).$$
Since $C^3=1$,
$$CP_\omega=\tfrac13\left(C+\omega^2C^2+\omega\right)=\omega P_\omega ,$$
so every $P_\omega\chi$ lies in the eigenspace for $\omega$. If $C\chi=\omega\chi$ already, then
$$P_\omega\chi=\tfrac13(1+\omega^3+\omega^3)\chi=\chi.$$
Thus $P_\omega$ projects onto the eigenspace, and its trace is the dimension:
$$\dim E_\omega=\frac{d^3+(\omega^2+\omega)d}{3},$$
where $E_\omega$ is the eigenspace for $\omega$.

**The two cases.** For $\omega=1$ the bracket is 2, which gives $(d^3+2d)/3$. For a primitive root, $0=\omega^3-1=(\omega-1)(\omega^2+\omega+1)$ with $\omega\neq1$, so $\omega^2+\omega=-1$ and the dimension is
$$\frac{d^3-d}{3}=\frac{d(d-1)(d+1)}{3}.$$
This vanishes for $d=0$ and $d=1$ and is positive from $d=2$ on.

**The rotor.** Cancelling $e^{iK(\varphi+2\pi/3)}$ in the condition on $\chi$ leaves $C\chi=e^{-2\pi iK/3}\chi$. The phase has cube 1, and it equals 1 exactly when 3 divides $K$. Otherwise it is a primitive cube root of unity. With $d=2s+1$ the two weights are in the proportion
$$(d^2+2):(d^2-1)=(4s^2+4s+3):(4s^2+4s)$$
for $d\ge1$.

## Three protons, state by state

For spin ½ we have $d=2$ and eight configurations. The shift fixes ↑↑↑ and ↓↓↓ and permutes the other six in two cycles of three. Each fixed configuration contributes one function with eigenvalue 1. Each cycle contributes one function for each of the three cube roots of unity. For example, the values
$$\chi(↓↑↑)=\tfrac1{\sqrt3},\qquad \chi(↑↑↓)=\tfrac{\omega}{\sqrt3},\qquad \chi(↑↓↑)=\tfrac{\omega^2}{\sqrt3},$$
with zero elsewhere, give a normalised function with eigenvalue $\omega$. The dimensions are $2+2=4$, $2$ and $2$, in agreement with $(8+4)/3$ and $(8-2)/3$. The weights are in the ratio $2:1$.

For three deuterons, $d=3$ gives 11, 8 and 8, with sum 27.

## The complete Lean file

```lean
import Mathlib

open Module

namespace ThreefoldTopSpinWeights

noncomputable section

/-- Configurations of three equivalent nuclei, each with `d` spin states. -/
abbrev Config (d : ℕ) := Fin d × Fin d × Fin d

/-- The cyclic relabelling of the three nuclei. -/
def cyc {d : ℕ} (t : Config d) : Config d := (t.2.1, t.2.2, t.1)

/-- The cyclic shift as a linear operator on complex spin functions. -/
def shift (d : ℕ) : Module.End ℂ (Config d → ℂ) := LinearMap.funLeft ℂ ℂ cyc

/-- The operator `(1 + ω² C + ω C²) / 3` built from the cyclic shift `C`. -/
def cyclicProjector (d : ℕ) (ω : ℂ) : Module.End ℂ (Config d → ℂ) :=
  (1 / 3 : ℂ) • (1 + ω ^ 2 • shift d + ω • (shift d * shift d))

/-- The trace of an operator that relabels configurations is the number of
configurations left fixed. -/
theorem trace_relabel {T : Type*} [Fintype T] [DecidableEq T] (f : T → T) :
    LinearMap.trace ℂ (T → ℂ) (LinearMap.funLeft ℂ ℂ f)
      = (Fintype.card {t // f t = t} : ℂ) := by
  rw [LinearMap.trace_eq_matrix_trace ℂ (Pi.basisFun ℂ T), Matrix.trace]
  simp [LinearMap.funLeft_apply, Pi.single_apply, Fintype.card_subtype]

/-- The cyclic shift and its square both have trace `d`. -/
theorem trace_shift (d : ℕ) :
    LinearMap.trace ℂ (Config d → ℂ) (shift d) = d ∧
    LinearMap.trace ℂ (Config d → ℂ) (shift d * shift d) = d := by
  -- the fixed configurations are those with three equal entries
  have e1 : Fintype.card {t : Config d // cyc t = t} = Fintype.card (Fin d) :=
    Fintype.card_congr
      { toFun := fun t => t.1.1
        invFun := fun a => ⟨(a, a, a), rfl⟩
        left_inv := by
          rintro ⟨⟨a, b, c⟩, h⟩
          have h1 : b = a := congrArg (fun t => t.1) h
          have h2 : c = b := congrArg (fun t => t.2.1) h
          subst h1
          subst h2
          rfl
        right_inv := fun _ => rfl }
  have e2 : Fintype.card {t : Config d // (cyc ∘ cyc) t = t} = Fintype.card (Fin d) :=
    Fintype.card_congr
      { toFun := fun t => t.1.1
        invFun := fun a => ⟨(a, a, a), rfl⟩
        left_inv := by
          rintro ⟨⟨a, b, c⟩, h⟩
          have h1 : c = a := congrArg (fun t => t.1) h
          have h2 : a = b := congrArg (fun t => t.2.1) h
          subst h1
          subst h2
          rfl
        right_inv := fun _ => rfl }
  have hsq : shift d * shift d = LinearMap.funLeft ℂ ℂ (cyc ∘ cyc) :=
    LinearMap.ext fun _ => rfl
  constructor
  · rw [shift, trace_relabel, e1, Fintype.card_fin]
  · rw [hsq, trace_relabel, e2, Fintype.card_fin]

/-- For `ω³ = 1` the operator `(1 + ω² C + ω C²) / 3` projects onto the eigenspace of the
cyclic shift `C` with eigenvalue `ω`. -/
theorem cyclicProjector_isProj (d : ℕ) {ω : ℂ} (h : ω ^ 3 = 1) :
    LinearMap.IsProj (Module.End.eigenspace (shift d) ω) (cyclicProjector d ω) := by
  have happ : ∀ (χ : Config d → ℂ) (t : Config d), cyclicProjector d ω χ t
      = (1 / 3) * (χ t + ω ^ 2 * χ (cyc t) + ω * χ (cyc (cyc t))) := fun _ _ => rfl
  constructor
  · intro χ
    rw [Module.End.mem_eigenspace_iff]
    funext t
    change cyclicProjector d ω χ (cyc t) = ω * cyclicProjector d ω χ t
    -- three cyclic steps restore the configuration
    have h3 : cyc (cyc (cyc t)) = t := rfl
    rw [happ χ (cyc t), happ χ t, h3]
    linear_combination (-(1 / 3) * χ (cyc t)) * h
  · intro χ hχ
    rw [Module.End.mem_eigenspace_iff] at hχ
    have h1 : ∀ t, χ (cyc t) = ω * χ t := fun t => congrFun hχ t
    funext t
    rw [happ, h1 (cyc t), h1 t]
    linear_combination (2 / 3 * χ t) * h

/-- For `ω³ = 1` the eigenspace of the cyclic shift with eigenvalue `ω` has dimension
`(d³ + (ω² + ω) d) / 3`. -/
theorem finrank_eigenspace (d : ℕ) {ω : ℂ} (h : ω ^ 3 = 1) :
    (finrank ℂ (Module.End.eigenspace (shift d) ω) : ℂ)
      = ((d : ℂ) ^ 3 + (ω ^ 2 + ω) * d) / 3 := by
  have h1 : LinearMap.trace ℂ (Config d → ℂ) 1 = (d : ℂ) ^ 3 := by
    rw [LinearMap.trace_one, Module.finrank_fintype_fun_eq_card, Fintype.card_prod,
      Fintype.card_prod, Fintype.card_fin]
    push_cast
    ring
  -- the rank of a projector is its trace
  rw [← (cyclicProjector_isProj d h).trace]
  simp only [cyclicProjector, map_smul, map_add, h1, (trace_shift d).1,
    (trace_shift d).2, smul_eq_mul]
  ring

/-- The cyclic shift on spin functions of three `d`-state nuclei has an eigenspace of dimension
`(d³ + 2d)/3` for eigenvalue 1 and `(d³ - d)/3` for each primitive cube root of unity. -/
theorem cyclic_sector_dimensions (d : ℕ) :
    (finrank ℂ (Module.End.eigenspace (shift d) 1) : ℚ) = ((d : ℚ) ^ 3 + 2 * d) / 3 ∧
    ∀ ω : ℂ, IsPrimitiveRoot ω 3 →
      (finrank ℂ (Module.End.eigenspace (shift d) ω) : ℚ) = ((d : ℚ) ^ 3 - d) / 3 := by
  constructor
  · apply Rat.cast_injective (α := ℂ)
    push_cast
    rw [finrank_eigenspace d (one_pow 3)]
    ring
  · intro ω hω
    have h3 : ω ^ 3 = 1 := hω.pow_eq_one
    have hne : ω - 1 ≠ 0 := sub_ne_zero.mpr (hω.ne_one (by norm_num))
    -- the three cube roots of unity sum to zero
    have hsum : ω ^ 2 + ω + 1 = 0 :=
      (mul_eq_zero.mp (by linear_combination h3 :
        (ω - 1) * (ω ^ 2 + ω + 1) = 0)).resolve_left hne
    apply Rat.cast_injective (α := ℂ)
    push_cast
    rw [finrank_eigenspace d h3]
    linear_combination ((d : ℂ) / 3) * hsum

/-- A primitive cube root of unity has a non-zero eigenspace under the cyclic shift exactly when
each nucleus has at least two spin states. -/
theorem eigenspace_ne_bot_iff (d : ℕ) {ω : ℂ} (hω : IsPrimitiveRoot ω 3) :
    Module.End.eigenspace (shift d) ω ≠ ⊥ ↔ 2 ≤ d := by
  have hf := (cyclic_sector_dimensions d).2 ω hω
  rw [ne_eq, ← Submodule.finrank_eq_zero (R := ℂ)]
  constructor
  · intro h
    by_contra hd
    apply h
    have hd' : d = 0 ∨ d = 1 := by omega
    have h0 : (finrank ℂ (Module.End.eigenspace (shift d) ω) : ℚ) = 0 := by
      rw [hf]
      rcases hd' with h | h <;> rw [h] <;> norm_num
    exact_mod_cast h0
  · intro hd h
    rw [h, Nat.cast_zero] at hf
    have h2 : (2 : ℚ) ≤ d := by exact_mod_cast hd
    have hp : 0 < (d : ℚ) * ((d - 1) * (d + 1)) :=
      mul_pos (by linarith) (mul_pos (by linarith) (by linarith))
    nlinarith

/-- Spin functions `χ` whose product with the rotor function `exp(iKφ)` is unchanged when `φ`
advances by `2π/3` and the nuclei are cyclically relabelled. -/
def allowedSpin (d : ℕ) (K : ℤ) : Submodule ℂ (Config d → ℂ) where
  carrier := {χ | ∀ (φ : ℝ) (t : Config d),
    Complex.exp (Complex.I * K * (φ + 2 * Real.pi / 3)) * χ (cyc t)
      = Complex.exp (Complex.I * K * φ) * χ t}
  zero_mem' := fun φ t => by simp
  add_mem' := fun {a b} ha hb φ t => by
    simp only [Pi.add_apply]
    linear_combination ha φ t + hb φ t
  smul_mem' := fun c a ha φ t => by
    simp only [Pi.smul_apply, smul_eq_mul]
    linear_combination c * ha φ t

/-- The phase `exp(-2πiK/3)`. -/
def phase (K : ℤ) : ℂ := Complex.exp (-(2 * Real.pi * Complex.I * K / 3))

/-- The spin functions allowed at `K` are the eigenspace of the cyclic shift with eigenvalue
`exp(-2πiK/3)`. -/
theorem allowedSpin_eq_eigenspace (d : ℕ) (K : ℤ) :
    allowedSpin d K = Module.End.eigenspace (shift d) (phase K) := by
  have key : ∀ φ : ℝ, Complex.exp (Complex.I * K * φ)
      = phase K * Complex.exp (Complex.I * K * (φ + 2 * Real.pi / 3)) := by
    intro φ
    rw [phase, ← Complex.exp_add]
    congr 1
    ring
  ext χ
  rw [Module.End.mem_eigenspace_iff]
  change (∀ (φ : ℝ) (t : Config d),
    Complex.exp (Complex.I * K * (φ + 2 * Real.pi / 3)) * χ (cyc t)
      = Complex.exp (Complex.I * K * φ) * χ t) ↔ _
  constructor
  · intro h
    funext t
    change χ (cyc t) = phase K * χ t
    apply mul_left_cancel₀
      (Complex.exp_ne_zero (Complex.I * K * (((0 : ℝ) : ℂ) + 2 * Real.pi / 3)))
    linear_combination h 0 t + χ t * key 0
  · intro h φ t
    have h1 : χ (cyc t) = phase K * χ t := congrFun h t
    linear_combination
      Complex.exp (Complex.I * K * (φ + 2 * Real.pi / 3)) * h1 - χ t * key φ

/-- The spin weight at `K` is `(d³ + 2d)/3` if 3 divides `K` and `(d³ - d)/3` otherwise. -/
theorem spin_weight (d : ℕ) (K : ℤ) :
    (finrank ℂ (allowedSpin d K) : ℚ)
      = if 3 ∣ K then ((d : ℚ) ^ 3 + 2 * d) / 3 else ((d : ℚ) ^ 3 - d) / 3 := by
  rw [allowedSpin_eq_eigenspace]
  -- the phase is trivial exactly when 3 divides K
  have hone : phase K = 1 ↔ 3 ∣ K := by
    rw [phase, Complex.exp_eq_one_iff]
    constructor
    · rintro ⟨n, hn⟩
      have hK : (K : ℂ) = ((3 * (-n) : ℤ) : ℂ) := by
        apply mul_left_cancel₀ Complex.two_pi_I_ne_zero
        push_cast
        linear_combination (-3) * hn
      exact ⟨-n, by exact_mod_cast hK⟩
    · rintro ⟨m, rfl⟩
      exact ⟨-m, by push_cast; ring⟩
  split_ifs with hK
  · rw [hone.mpr hK]
    exact (cyclic_sector_dimensions d).1
  · have h3 : phase K ^ 3 = 1 := by
      rw [phase, ← Complex.exp_nat_mul, Complex.exp_eq_one_iff]
      exact ⟨-K, by push_cast; ring⟩
    have : Fact (Nat.Prime 3) := ⟨Nat.prime_three⟩
    have ho : orderOf (phase K) = 3 := orderOf_eq_prime h3 (fun h => hK (hone.mp h))
    have hp := IsPrimitiveRoot.orderOf (phase K)
    rw [ho] at hp
    exact (cyclic_sector_dimensions d).2 _ hp

/-- For nuclei of spin `s`, with `d = 2s + 1` states each, the weights at a `K` divisible by 3
and at a `K'` not divisible by 3 are in the proportion `4s² + 4s + 3` to `4s² + 4s`. -/
theorem spin_weight_ratio (d : ℕ) (s : ℚ) (hs : (d : ℚ) = 2 * s + 1) {K K' : ℤ}
    (hK : 3 ∣ K) (hK' : ¬ 3 ∣ K') :
    (finrank ℂ (allowedSpin d K) : ℚ) * (4 * s ^ 2 + 4 * s)
      = (finrank ℂ (allowedSpin d K') : ℚ) * (4 * s ^ 2 + 4 * s + 3) := by
  rw [spin_weight, spin_weight, if_pos hK, if_neg hK', hs]
  ring

end

end ThreefoldTopSpinWeights
```

```lean
#print axioms ThreefoldTopSpinWeights.eigenspace_ne_bot_iff
-- 'ThreefoldTopSpinWeights.eigenspace_ne_bot_iff' depends on axioms: [propext, Classical.choice, Quot.sound]
#print axioms ThreefoldTopSpinWeights.spin_weight
-- 'ThreefoldTopSpinWeights.spin_weight' depends on axioms: [propext, Classical.choice, Quot.sound]
#print axioms ThreefoldTopSpinWeights.spin_weight_ratio
-- 'ThreefoldTopSpinWeights.spin_weight_ratio' depends on axioms: [propext, Classical.choice, Quot.sound]
```

## From fixed configurations to dimensions

`trace_relabel` is the trace rule for any relabelling of a finite set: it passes to the matrix in the standard basis, and `simp` counts the ones on the diagonal. `trace_shift` then matches the fixed configurations with `Fin d` by sending $(a,a,a)$ to $a$, once for the shift and once for its square.

`cyclicProjector_isProj` contains the two calculations with $P_\omega$. Both are carried out at a single configuration, and in both `linear_combination` supplies the multiple of $\omega^3=1$ that is needed. That three cyclic steps restore a configuration holds by `rfl`.

`finrank_eigenspace` inserts the three traces. `cyclic_sector_dimensions` specialises $\omega$, obtaining $\omega^2+\omega+1=0$ from the factorisation above. For `eigenspace_ne_bot_iff`, the cases $d=0$ and $d=1$ are evaluated directly, and for $d\ge2$ the product $d(d-1)(d+1)$ is shown to be positive.

On the rotor side, `allowedSpin_eq_eigenspace` sets $\varphi=0$ and cancels the exponential in one direction, and multiplies it back for general $\varphi$ in the other. `spin_weight` decides when `phase K` equals 1. If it does not, its cube is still 1, and since 3 is prime its order is 3, which makes it a primitive root. `spin_weight_ratio` substitutes $d=2s+1$ and finishes with `ring`.

## `LinearMap.IsProj`: a dimension read off as a trace

The statement `LinearMap.IsProj p f` says that the linear map `f` sends every vector into the subspace `p` and leaves each vector of `p` where it is. These are the two properties checked for $P_\omega$ above. The equation $P_\omega^2=P_\omega$ follows from them and needs no separate proof.

Mathlib's lemma `LinearMap.IsProj.trace` turns such a statement into the equation "trace of `f` = dimension of `p`". In `finrank_eigenspace` it is used from right to left, so that the unknown dimension is replaced by the trace of an explicit operator. No basis of the eigenspace is ever constructed.

The trace is a complex number, so the equation first appears in `ℂ`. The main theorem returns to rational numbers through `Rat.cast_injective`: two rationals that agree as complex numbers are equal.
